# Setting the origin term to zero leaves a residual of order $h^2$ in the first Numerov step for hydrogenic 1s and 2p

In Hartree atomic units, let $P$ be $r$ times the radial wavefunction. For a nuclear charge $Z>0$, the unnormalised functions $P=re^{-Zr}$ (1s) and $P=r^2e^{-Zr/2}$ (2p) fail the first Numerov step at order $h^2$ if the origin term is set to zero. On the points $0,h,2h$, the residual divided by $h^2$ tends to $-Z/6$ for 1s and to $1/6$ for 2p.

Both functions solve the radial equation $P''=gP$ exactly and both vanish at the origin, so zero looks like a natural value for $gP$ there. But $g$ diverges at the same point, and I think the product has a nonzero limit. Can the two numbers be derived carefully and checked in Lean, together with the value that should replace the zero?

## The origin term has to be the limit of $gP$

Yes. The right value is the limit of $gP$ as $r\to0^+$, which is $-2Z$ for your 1s function and $2$ for your 2p function. For the nodeless functions with $l\ge2$ the limit is zero, so setting the origin term to zero does no harm at this order.

In Hartree atomic units, with angular momentum $l$ and energy $E$, the coefficient is

$$g(r)=\frac{l(l+1)}{r^2}-\frac{2Z}{r}-2E .$$

Let $s$ be the number used for $gP$ at the origin. The Numerov residual is

$$R_s(h)=P(2h)-2P(h)+P(0)-\frac{h^2}{12}\bigl[g(2h)P(2h)+10\,g(h)P(h)+s\bigr].$$

**The functions are solutions.** Take $P=r^{l+1}e^{-kr}$ with $k=Z/(l+1)$. Its logarithmic derivative is $q=(l+1)/r-k$, so $P'=qP$ and

$$P''=(q'+q^2)P=\left[\frac{l(l+1)}{r^2}-\frac{2Z}{r}+\frac{Z^2}{(l+1)^2}\right]P .$$

This is $gP$ with $E=-Z^2/(2(l+1)^2)$.

**The second difference.** Write $P=r\,u(r)$, where $u$ is differentiable at the origin with slope $b=u'(0)$. Then $P(0)=0$, and

$$\frac{P(2h)-2P(h)}{h^2}=4\,\frac{u(2h)-u(0)}{2h}-2\,\frac{u(h)-u(0)}{h}\;\longrightarrow\;4b-2b=2b .$$

**The product $gP$.** Substituting $P=ru$ gives

$$gP=l(l+1)\frac{u(r)}{r}-2Z\,u(r)-2E\,r\,u(r).$$

Suppose $l\,u(0)=0$: either $l=0$, or $u$ vanishes at the origin. Then $u(r)$ in the first term can be replaced by $u(r)-u(0)$, and that term tends to $l(l+1)b$. The energy term vanishes, so

$$gP\to l(l+1)b-2Z\,u(0).$$

The radial equation at leading order requires this limit to equal $2b$, the limit of the second difference.

**The residual.** With the weights $1$, $10$ and the origin term,

$$\frac{R_s(h)}{h^2}\to 2b-\frac{2b+20b+s}{12}=\frac{2b-s}{12}.$$

The limit is zero exactly when $s=2b$.

**The hydrogenic cases.** Here $u=r^le^{-kr}$.

- For $l=0$, $u(0)=1$ and $b=-Z$. With $s=0$ the limit is $-Z/6$.
- For $l=1$, $u(0)=0$ and $b=1$. With $s=0$ the limit is $1/6$.
- For $l\ge2$, $u(0)=0$ and $b=0$. With $s=0$ the limit is $0$.

The residual with $s=0$ scales with $P$. For the normalised functions $2Z^{3/2}re^{-Zr}$ and $\frac{Z^{5/2}}{2\sqrt6}r^2e^{-Zr/2}$ the first two limits become $-Z^{5/2}/3$ and $Z^{5/2}/(12\sqrt6)$.

Here is the complete Lean file.

```lean
import Mathlib

open Filter Topology

namespace NumerovOrigin

noncomputable section

/-- The coefficient `g` of the radial equation `P'' = g P` for angular momentum `l`, nuclear
charge `Z` and energy `E`, at radius `r ≠ 0`. -/
def radialCoeff (l : ℕ) (Z E r : ℝ) : ℝ :=
  (l : ℝ) * (l + 1) / r ^ 2 - 2 * Z / r - 2 * E

/-- The Numerov residual of `P'' = g P` on the points `0, h, 2h`, where the number `s` is used
for the product `g P` at the origin. -/
def numerovResidual (g P : ℝ → ℝ) (s h : ℝ) : ℝ :=
  P (2 * h) - 2 * P h + P 0
    - h ^ 2 / 12 * (g (2 * h) * P (2 * h) + 10 * (g h * P h) + s)

/-- The unnormalized nodeless hydrogenic radial function `r^(l+1) exp(-Z r/(l+1))`. -/
def nodeless (l : ℕ) (Z r : ℝ) : ℝ :=
  r ^ (l + 1) * Real.exp (-(Z / ((l : ℝ) + 1)) * r)

/-- The hydrogenic energy `-Z²/(2(l+1)²)`. -/
def nodelessEnergy (l : ℕ) (Z : ℝ) : ℝ := -Z ^ 2 / (2 * ((l : ℝ) + 1) ^ 2)

/-- The nodeless hydrogenic function solves the radial equation `P'' = g P` at every `r > 0`,
with the energy `-Z²/(2(l+1)²)`. -/
theorem nodeless_solves (l : ℕ) (Z : ℝ) {r : ℝ} (hr : 0 < r) :
    HasDerivAt (deriv (nodeless l Z))
      (radialCoeff l Z (nodelessEnergy l Z) r * nodeless l Z r) r := by
  have hl : (l : ℝ) + 1 ≠ 0 := by positivity
  -- the logarithmic derivative of P is (l+1)/x - Z/(l+1)
  have h1 : ∀ x : ℝ, x ≠ 0 → HasDerivAt (nodeless l Z)
      ((((l : ℝ) + 1) / x - Z / ((l : ℝ) + 1)) * nodeless l Z x) x := by
    intro x hx
    have h := (hasDerivAt_pow (l + 1) x).fun_mul
      (((hasDerivAt_id' x).const_mul (-(Z / ((l : ℝ) + 1)))).exp)
    refine h.congr_deriv ?_
    unfold nodeless
    simp only [Nat.add_sub_cancel]
    push_cast
    generalize Real.exp (-(Z / ((l : ℝ) + 1)) * x) = e
    generalize Z / ((l : ℝ) + 1) = k
    rw [pow_succ]
    field_simp
    ring
  have hq : HasDerivAt (fun x : ℝ => ((l : ℝ) + 1) / x - Z / ((l : ℝ) + 1))
      (-((l : ℝ) + 1) / r ^ 2) r := by
    have h := ((hasDerivAt_inv hr.ne').const_mul ((l : ℝ) + 1)).sub_const (Z / ((l : ℝ) + 1))
    exact (h.congr_deriv (by ring)).congr_of_eventuallyEq
      (Eventually.of_forall fun x => by simp only [div_eq_mul_inv])
  -- differentiate once more
  have h2 := (hq.fun_mul (h1 r hr.ne')).congr_deriv
    (g' := radialCoeff l Z (nodelessEnergy l Z) r * nodeless l Z r) (by
      unfold radialCoeff nodelessEnergy
      generalize nodeless l Z r = p
      field_simp
      ring)
  refine h2.congr_of_eventuallyEq ?_
  filter_upwards [isOpen_ne.mem_nhds hr.ne'] with x hx
  exact (h1 x hx).deriv

/-- Doubling the step maps small positive steps to small positive steps. -/
theorem tendsto_double : Tendsto (fun h : ℝ => 2 * h) (𝓝[>] 0) (𝓝[>] 0) := by
  refine tendsto_nhdsWithin_iff.2 ⟨?_, ?_⟩
  · have h : Tendsto (fun h : ℝ => 2 * h) (𝓝 0) (𝓝 (2 * 0)) :=
      (continuous_const.mul continuous_id).tendsto 0
    rw [mul_zero] at h
    exact h.mono_left nhdsWithin_le_nhds
  · filter_upwards [self_mem_nhdsWithin] with h hh
    have hpos : (0 : ℝ) < h := Set.mem_Ioi.1 hh
    exact Set.mem_Ioi.2 (by linarith)

/-- If `u` has slope `b` at the origin, the second difference of `P = r u` on `0, h, 2h`,
divided by `h²`, tends to `2b`. -/
theorem second_difference {u : ℝ → ℝ} {b : ℝ} (hu : HasDerivAt u b 0) :
    Tendsto (fun h : ℝ => (2 * h * u (2 * h) - 2 * (h * u h)) / h ^ 2)
      (𝓝[>] 0) (𝓝 (2 * b)) := by
  have hs : Tendsto (fun h : ℝ => (u h - u 0) / h) (𝓝[>] 0) (𝓝 b) := by
    simpa [div_eq_inv_mul, smul_eq_mul] using hu.tendsto_slope_zero_right
  have h := ((hs.comp tendsto_double).const_mul 4).sub (hs.const_mul 2)
  rw [show 4 * b - 2 * b = 2 * b by ring] at h
  refine h.congr' ?_
  filter_upwards [self_mem_nhdsWithin] with x hx
  have hx0 : x ≠ 0 := ne_of_gt hx
  simp only [Function.comp_apply]
  field_simp
  ring

/-- If `u` has slope `b` at the origin and `l u(0) = 0`, the product `g P` with `P = r u`
tends to `l(l+1) b - 2Z u(0)` as `r` decreases to zero. -/
theorem source_limit {l : ℕ} {Z E b : ℝ} {u : ℝ → ℝ} (hu : HasDerivAt u b 0)
    (hl : (l : ℝ) * u 0 = 0) :
    Tendsto (fun r : ℝ => radialCoeff l Z E r * (r * u r)) (𝓝[>] 0)
      (𝓝 ((l : ℝ) * (l + 1) * b - 2 * Z * u 0)) := by
  have hs : Tendsto (fun h : ℝ => (u h - u 0) / h) (𝓝[>] 0) (𝓝 b) := by
    simpa [div_eq_inv_mul, smul_eq_mul] using hu.tendsto_slope_zero_right
  have hc : Tendsto u (𝓝[>] 0) (𝓝 (u 0)) :=
    hu.continuousAt.tendsto.mono_left nhdsWithin_le_nhds
  have hi : Tendsto (fun r : ℝ => r) (𝓝[>] 0) (𝓝 0) :=
    tendsto_id.mono_left nhdsWithin_le_nhds
  have h := ((hs.const_mul ((l : ℝ) * (l + 1))).sub (hc.const_mul (2 * Z))).sub
    ((hi.mul hc).const_mul (2 * E))
  rw [zero_mul, mul_zero, sub_zero] at h
  refine h.congr' ?_
  filter_upwards [self_mem_nhdsWithin] with r hr
  have hr0 : r ≠ 0 := ne_of_gt hr
  have e : radialCoeff l Z E r * (r * u r) = (l : ℝ) * (l + 1) * ((u r - u 0) / r)
      + ((l : ℝ) + 1) / r * (l * u 0) - 2 * Z * u r - 2 * E * (r * u r) := by
    unfold radialCoeff
    field_simp
    ring
  rw [e, hl]
  ring

/-- Let `P = r u`, where `u` has slope `b` at the origin, `l u(0) = 0`, and the radial equation
holds at leading order, `l(l+1) b - 2Z u(0) = 2b`. With origin term `s`, the Numerov residual
on `0, h, 2h` divided by `h²` tends to `(2b - s)/12`. -/
theorem numerov_start {l : ℕ} {Z E s b : ℝ} {u : ℝ → ℝ} (hu : HasDerivAt u b 0)
    (hl : (l : ℝ) * u 0 = 0) (hb : (l : ℝ) * (l + 1) * b - 2 * Z * u 0 = 2 * b) :
    Tendsto (fun h : ℝ => numerovResidual (radialCoeff l Z E) (fun r => r * u r) s h / h ^ 2)
      (𝓝[>] 0) (𝓝 ((2 * b - s) / 12)) := by
  have hg := source_limit (Z := Z) (E := E) hu hl
  rw [hb] at hg
  -- the terms with weights 1 and 10 supply 11/12 of the limit 2b
  have h := (second_difference hu).sub
    ((((hg.comp tendsto_double).add (hg.const_mul 10)).add_const s).const_mul (1 / 12))
  rw [show 2 * b - 1 / 12 * (2 * b + 10 * (2 * b) + s) = (2 * b - s) / 12 by ring] at h
  refine h.congr' ?_
  filter_upwards [self_mem_nhdsWithin] with x hx
  have hx0 : x ≠ 0 := ne_of_gt hx
  simp only [Function.comp_apply, numerovResidual]
  generalize radialCoeff l Z E (2 * x) = g₂
  generalize radialCoeff l Z E x = g₁
  field_simp
  ring

/-- Let `P = r u`, where `u` has slope `b` at the origin, `l u(0) = 0`, and
`l(l+1) b - 2Z u(0) = 2b`. For a fixed origin term `s`, the Numerov residual on `0, h, 2h` divided
by `h²` tends to zero exactly when `s = 2b`. -/
theorem origin_term_iff {l : ℕ} {Z E s b : ℝ} {u : ℝ → ℝ} (hu : HasDerivAt u b 0)
    (hl : (l : ℝ) * u 0 = 0) (hb : (l : ℝ) * (l + 1) * b - 2 * Z * u 0 = 2 * b) :
    Tendsto (fun h : ℝ => numerovResidual (radialCoeff l Z E) (fun r => r * u r) s h / h ^ 2)
      (𝓝[>] 0) (𝓝 0) ↔ s = 2 * b := by
  have h := numerov_start (E := E) (s := s) hu hl hb
  constructor
  · intro h0
    have e := tendsto_nhds_unique h h0
    linarith
  · intro hs
    rw [show (2 * b - s) / 12 = 0 by rw [hs]; ring] at h
    exact h

/-- The slope at the origin of `r^l exp(-k r)`, written by the product rule. -/
theorem hasDerivAt_factor (l : ℕ) (k : ℝ) :
    HasDerivAt (fun r : ℝ => r ^ l * Real.exp (-k * r))
      ((l : ℝ) * 0 ^ (l - 1) - k * 0 ^ l) 0 := by
  have h := (hasDerivAt_pow l (0 : ℝ)).fun_mul
    (((hasDerivAt_id' (0 : ℝ)).const_mul (-k)).exp)
  refine h.congr_deriv ?_
  rw [mul_zero, Real.exp_zero]
  ring

/-- With the origin term set to zero, the Numerov residual of the nodeless hydrogenic function
divided by `h²` tends to `-Z/6` for `l = 0`, to `1/6` for `l = 1`, and to `0` for all
`l ≥ 2`. -/
theorem hydrogenic_start (Z : ℝ) :
    Tendsto (fun h : ℝ => numerovResidual (radialCoeff 0 Z (nodelessEnergy 0 Z))
      (nodeless 0 Z) 0 h / h ^ 2) (𝓝[>] 0) (𝓝 (-Z / 6)) ∧
    Tendsto (fun h : ℝ => numerovResidual (radialCoeff 1 Z (nodelessEnergy 1 Z))
      (nodeless 1 Z) 0 h / h ^ 2) (𝓝[>] 0) (𝓝 (1 / 6)) ∧
    ∀ l : ℕ, 2 ≤ l → Tendsto (fun h : ℝ => numerovResidual
      (radialCoeff l Z (nodelessEnergy l Z)) (nodeless l Z) 0 h / h ^ 2) (𝓝[>] 0) (𝓝 0) := by
  -- split off one factor r
  have hP : ∀ l : ℕ, nodeless l Z =
      fun r => r * (r ^ l * Real.exp (-(Z / ((l : ℝ) + 1)) * r)) := by
    intro l
    funext r
    rw [nodeless, pow_succ]
    ring
  refine ⟨?_, ?_, ?_⟩
  · have h := numerov_start (l := 0) (Z := Z) (E := nodelessEnergy 0 Z) (s := 0) (b := -Z)
      ((hasDerivAt_factor 0 (Z / (((0 : ℕ) : ℝ) + 1))).congr_deriv (by simp))
      (by simp) (by simp)
    rw [show (2 * -Z - 0) / 12 = -Z / 6 by ring] at h
    rw [hP]
    exact h
  · have h := numerov_start (l := 1) (Z := Z) (E := nodelessEnergy 1 Z) (s := 0) (b := 1)
      ((hasDerivAt_factor 1 (Z / (((1 : ℕ) : ℝ) + 1))).congr_deriv (by simp))
      (by simp) (by norm_num)
    rw [show ((2 : ℝ) * 1 - 0) / 12 = 1 / 6 by norm_num] at h
    rw [hP]
    exact h
  · intro l hl
    have h0 : l ≠ 0 := by omega
    have h1 : l - 1 ≠ 0 := by omega
    have h := numerov_start (l := l) (Z := Z) (E := nodelessEnergy l Z) (s := 0) (b := 0)
      ((hasDerivAt_factor l (Z / ((l : ℝ) + 1))).congr_deriv
        (by rw [zero_pow h0, zero_pow h1]; ring))
      (by simp [h0]) (by simp [h0])
    rw [show ((2 : ℝ) * 0 - 0) / 12 = 0 by norm_num] at h
    rw [hP]
    exact h

end

end NumerovOrigin
```

```lean
#print axioms NumerovOrigin.nodeless_solves
#print axioms NumerovOrigin.origin_term_iff
#print axioms NumerovOrigin.hydrogenic_start
```

```
'NumerovOrigin.nodeless_solves' depends on axioms: [propext, Classical.choice, Quot.sound]
'NumerovOrigin.origin_term_iff' depends on axioms: [propext, Classical.choice, Quot.sound]
'NumerovOrigin.hydrogenic_start' depends on axioms: [propext, Classical.choice, Quot.sound]
```

### What the Lean statements say about $g$, $s$ and $u$

`radialCoeff l Z E r` is $g(r)$, with `l` a natural number and `Z`, `E`, `r` real. `numerovResidual g P s h` is $R_s(h)$. Because `s` is a separate argument, the residual never evaluates $g$ at the origin. `nodeless l Z` is the unnormalised function $r^{l+1}e^{-Zr/(l+1)}$, and `nodelessEnergy l Z` is its energy.

The filter `𝓝[>] 0` means that the step or radius approaches zero through positive values. Thus `Tendsto … (𝓝[>] 0) (𝓝 c)` is the ordinary one-sided limit with value $c$.

`nodeless_solves` says that at every $r>0$ the derivative of $P'$ exists and equals $gP$. `numerov_start` is the general limit $(2b-s)/12$, under three hypotheses:

- `hu : HasDerivAt u b 0` says that $u$ has slope $b$ at the origin. This derivative is two-sided, so a function known only for $r\ge0$ must first be extended to negative $r$, for instance by its tangent line.
- `hl` is $l\,u(0)=0$. Physically it excludes a linear start of $P$ when $l\ge1$, where the centrifugal term would make $gP$ diverge.
- `hb` is $l(l+1)b-2Z\,u(0)=2b$, the balance of the leading terms in the radial equation. For $l=0$ it reads $b=-Z\,u(0)$, the electron–nucleus cusp condition.

The general theorem assumes `hb` and does not derive it from the differential equation. The energy is arbitrary there, since it does not enter the limit. `origin_term_iff` adds that, under the same hypotheses, the scaled residual tends to zero if and only if $s=2b$, for an $s$ that does not depend on $h$.

`hydrogenic_start` gives the three limits with $s=0$ and needs no hypotheses on $u$. It holds for every real $Z$. The functions are bound states only for $Z>0$, which is your case, and the 1s limit is then nonzero.

The hypothesis `hl` does real work. Take $l=1$, $Z=E=0$ and $u=1$, so that $P=r$ and $b=0$. Then `hu` and `hb` hold but `hl` fails. The second difference is zero and $gP=2/r$, so with $s=0$

$$\frac{R_0(h)}{h^2}=-\frac1{12}\left(\frac1h+\frac{20}{h}\right)=-\frac{7}{4h}.$$

This diverges, whereas the formula $(2b-s)/12$ would give zero. The example only tests the hypotheses and is not a physical state: $P=r$ does not solve the radial equation for $l=1$, since $P''=0$ while $gP=2/r$.

The model is one electron in a pure Coulomb potential on a uniform grid that starts at the nucleus. Within it, the result is a concrete test for the starting step of a radial solver: insert the exact 1s or 2p function and see whether the residual over $h^2$ goes to zero. The theorems concern this one step, and they give neither the error accumulated over a full integration nor the error of a computed eigenvalue.

### How Lean gets from difference quotients to the three limits

`nodeless_solves` follows the logarithmic derivative. Its internal step `h1` proves $P'=qP$ away from the origin, `hq` differentiates $q$, and the product rule gives $P''=(q'+q^2)P$. The algebraic tactics `field_simp` and `ring` identify the bracket with $g$. Since $P'=qP$ holds on a whole neighbourhood of $r$, the result carries over to the actual derivative of $P$.

`tendsto_double` states that $2h\to0^+$ when $h\to0^+$, so a limit known at $h$ can also be used at $2h$. `second_difference` takes the difference quotient of $u$ at both steps and combines them with the factors $4$ and $-2$. This combination equals the second difference over $h^2$ for every $h>0$, and `congr'` transfers the limit from one expression to the other.

`source_limit` adds the limits of the three terms of $gP$. The identity `e` inside it separates the potentially singular part, $\frac{l+1}{r}\,l\,u(0)$, and the hypothesis `hl` then removes it.

`numerov_start` uses `hb` to rewrite the limit of $gP$ as $2b$. It applies that limit at $2h$ with weight $1$ and at $h$ with weight $10$, adds $s$, and subtracts one twelfth of the sum from the second difference. The final algebra treats the two values of $g$ as plain symbols, because only the weights matter at that point.

For `origin_term_iff`, one direction compares the limit $(2b-s)/12$ with the assumed limit zero; limits are unique, so $s=2b$. The other direction substitutes $s=2b$ into the general limit.

`hasDerivAt_factor` computes the slope of $r^le^{-kr}$ at the origin as $l\,0^{l-1}-k\,0^l$. For $l=0$, Lean's natural-number subtraction sets $l-1$ to $0$, so the first term is simply zero. With $0^0=1$ the slope is then $-k$ for $l=0$, $1$ for $l=1$ and $0$ for $l\ge2$. `hydrogenic_start` splits one factor $r$ off `nodeless`, inserts these slopes, verifies `hl` and `hb` in each case, and applies `numerov_start` with $s=0$.
